# |⟨a_i* a_j* a_l a_k⟩| ≤ 1/2 for four distinct fermion modes

If nothing limits its off-diagonal elements, an approximate two-particle density matrix can contain more coherence between two pairs of modes than any fermionic state allows. For four distinct modes, the anticommutation relations and positivity of the state set the limit at 1/2.

```lean
import Mathlib

open Matrix
open scoped ComplexOrder Kronecker ComplexConjugate

namespace PairTransferBound

noncomputable section

variable {A ι : Type*} [Ring A] [StarRing A] [Algebra ℂ A] [StarModule ℂ A] [DecidableEq ι]

/-- The canonical anticommutation relations for annihilation operators `a i`. -/
structure IsCAR (a : ι → A) : Prop where
  anti : ∀ i j, a i * a j + a j * a i = 0
  mixed : ∀ i j, a i * star (a j) + star (a j) * a i = if i = j then 1 else 0

/-- A state: a normalised positive linear functional on the operator algebra. -/
structure IsState (w : A →ₗ[ℂ] ℂ) : Prop where
  one : w 1 = 1
  nonneg : ∀ x, 0 ≤ w (star x * x)

/-- The operator `a_i* a_j* a_l a_k`, moving a pair from modes `k, l` to modes `i, j`. -/
def pairTransfer (a : ι → A) (i j k l : ι) : A := star (a i) * star (a j) * (a l * a k)

/-- The two-particle density matrix element `D(ij,kl)` of the functional `w`. -/
def twoMatrix (w : A →ₗ[ℂ] ℂ) (a : ι → A) (i j k l : ι) : ℂ := w (pairTransfer a i j k l)

omit [StarRing A] [Algebra ℂ A] [StarModule ℂ A] in
/-- An operator that anticommutes with two others commutes with their product. -/
theorem commute_pair {x u v : A} (h1 : x * u + u * x = 0) (h2 : x * v + v * x = 0) :
    Commute x (u * v) := by
  change x * (u * v) = u * v * x
  linear_combination (norm := noncomm_ring) h1 * v - u * h2

omit [StarModule ℂ A] in
/-- The annihilator `b` of a pair in two distinct modes satisfies `b b = 0` and `b b* b = b`. -/
theorem pair_annihilator {a : ι → A} (h : IsCAR a) {p q : ι} (hpq : p ≠ q) :
    a p * a q * (a p * a q) = 0 ∧ a p * a q * star (a p * a q) * (a p * a q) = a p * a q := by
  have sq : ∀ m, a m * a m = 0 := fun m => by
    calc a m * a m = (1 / 2 : ℂ) • (a m * a m + a m * a m) := by module
      _ = 0 := by rw [h.anti, smul_zero]
  have iso : ∀ m, a m * star (a m) * a m = a m := fun m => by
    have hm := h.mixed m m
    rw [if_pos rfl] at hm
    linear_combination (norm := noncomm_ring) hm * a m - star (a m) * sq m
  have hm := h.mixed q p
  rw [if_neg hpq.symm] at hm
  -- `a q` commutes with the number operator of mode `p`
  have hc : a q * (star (a p) * a p) = star (a p) * a p * a q := commute_pair hm (h.anti q p)
  constructor
  · linear_combination (norm := noncomm_ring) a p * h.anti p q * a q - sq p * a q * a q
  · calc a p * a q * star (a p * a q) * (a p * a q)
        = a p * a q * star (a q) * (star (a p) * a p * a q) := by
          simp only [star_mul, mul_assoc]
      _ = a p * a q * star (a q) * (a q * (star (a p) * a p)) := by rw [hc]
      _ = a p * (a q * star (a q) * a q) * (star (a p) * a p) := by simp only [mul_assoc]
      _ = a p * (a q * (star (a p) * a p)) := by rw [iso q, mul_assoc]
      _ = a p * star (a p) * a p * a q := by rw [hc]; simp only [mul_assoc]
      _ = a p * a q := by rw [iso p]

omit [StarModule ℂ A] in
/-- For four distinct modes the pair transfer `X` satisfies `X X = 0` and `X X* X = X`. -/
theorem transfer_relations {a : ι → A} (h : IsCAR a) {i j k l : ι} (hij : i ≠ j) (hkl : k ≠ l)
    (hik : i ≠ k) (hil : i ≠ l) (hjk : j ≠ k) (hjl : j ≠ l) :
    pairTransfer a i j k l * pairTransfer a i j k l = 0 ∧
    pairTransfer a i j k l * star (pairTransfer a i j k l) * pairTransfer a i j k l
      = pairTransfer a i j k l := by
  have mx : ∀ {m n : ι}, m ≠ n → a m * star (a n) + star (a n) * a m = 0 :=
    fun hmn => by rw [h.mixed, if_neg hmn]
  obtain ⟨hb0, hb⟩ := pair_annihilator h hkl.symm
  obtain ⟨-, hd⟩ := pair_annihilator h hij.symm
  -- pair operators on disjoint modes commute
  have h1 : a l * a k * (a j * a i) = a j * a i * (a l * a k) :=
    Commute.mul_left (commute_pair (h.anti l j) (h.anti l i))
      (commute_pair (h.anti k j) (h.anti k i))
  have h2 : a l * a k * star (a j * a i) = star (a j * a i) * (a l * a k) := by
    rw [star_mul]
    exact Commute.mul_left (commute_pair (mx hil.symm) (mx hjl.symm))
      (commute_pair (mx hik.symm) (mx hjk.symm))
  have hX : pairTransfer a i j k l = star (a j * a i) * (a l * a k) := by
    rw [pairTransfer, star_mul]
  rw [hX]
  generalize a l * a k = b at *
  generalize a j * a i = d at *
  have hd' : star d * d * star d = star d := by
    simpa only [star_mul, star_star, mul_assoc] using congrArg star hd
  have h3 : d * (star d * b) = b * (d * star d) := by
    rw [← h2, ← mul_assoc, ← h1, mul_assoc]
  constructor
  · calc star d * b * (star d * b) = star d * (b * star d) * b := by simp only [mul_assoc]
      _ = star d * star d * (b * b) := by rw [h2]; simp only [mul_assoc]
      _ = 0 := by rw [hb0, mul_zero]
  · calc star d * b * star (star d * b) * (star d * b)
        = star d * b * star b * (d * (star d * b)) := by
          simp only [star_mul, star_star, mul_assoc]
      _ = star d * (b * star b * b) * (d * star d) := by rw [h3]; simp only [mul_assoc]
      _ = star d * (b * (d * star d)) := by rw [hb, mul_assoc]
      _ = star d * d * star d * b := by rw [← h3]; simp only [mul_assoc]
      _ = star d * b := by rw [hd']

omit [StarModule ℂ A] in
/-- For four distinct modes `X X*` and `X* X` are mutually orthogonal projectors. -/
theorem transfer_projectors {a : ι → A} (h : IsCAR a) {i j k l : ι} (hij : i ≠ j) (hkl : k ≠ l)
    (hik : i ≠ k) (hil : i ≠ l) (hjk : j ≠ k) (hjl : j ≠ l) :
    let X := pairTransfer a i j k l
    IsStarProjection (X * star X) ∧ IsStarProjection (star X * X) ∧
      X * star X * (star X * X) = 0 ∧ star X * X * (X * star X) = 0 := by
  obtain ⟨h0, h1⟩ := transfer_relations h hij hkl hik hil hjk hjl
  intro X
  change X * X = 0 at h0
  change X * star X * X = X at h1
  have hs : star X * star X = 0 := by rw [← star_mul, h0, star_zero]
  refine ⟨⟨?_, IsSelfAdjoint.mul_star_self X⟩, ⟨?_, IsSelfAdjoint.star_mul_self X⟩, ?_, ?_⟩
  · change X * star X * (X * star X) = X * star X
    rw [← mul_assoc, h1]
  · change star X * X * (star X * X) = star X * X
    rw [mul_assoc, ← mul_assoc X, h1]
  · rw [mul_assoc, ← mul_assoc (star X), hs, zero_mul, mul_zero]
  · rw [mul_assoc, ← mul_assoc X, h0, zero_mul, mul_zero]

/-- A state takes complex-conjugate values on adjoint operators. -/
theorem state_star {w : A →ₗ[ℂ] ℂ} (hw : IsState w) (x : A) : w (star x) = conj (w x) := by
  have e1 : star (1 + x) * (1 + x) = 1 + x + star x + star x * x := by
    rw [star_add, star_one]; noncomm_ring
  have e2 : star (1 + Complex.I • x) * (1 + Complex.I • x)
      = 1 + Complex.I • x - Complex.I • star x + star x * x := by
    have hI : star Complex.I * Complex.I = 1 := by simp
    calc star (1 + Complex.I • x) * (1 + Complex.I • x)
        = 1 + Complex.I • x + star Complex.I • star x
          + (star Complex.I * Complex.I) • (star x * x) := by
          simp only [star_add, star_one, star_smul, add_mul, mul_add, one_mul, mul_one,
            smul_mul_assoc, mul_smul_comm]
          module
      _ = 1 + Complex.I • x - Complex.I • star x + star x * x := by
          rw [hI, one_smul, Complex.star_def, Complex.conj_I, neg_smul, sub_eq_add_neg]
  have h1 := (Complex.nonneg_iff.mp (hw.nonneg (1 + x))).2
  have h2 := (Complex.nonneg_iff.mp (hw.nonneg (1 + Complex.I • x))).2
  have h3 := (Complex.nonneg_iff.mp (hw.nonneg x)).2
  rw [e1] at h1
  rw [e2] at h2
  simp only [map_add, map_sub, map_smul, hw.one, smul_eq_mul, Complex.add_im, Complex.sub_im,
    Complex.mul_im, Complex.I_re, Complex.I_im, Complex.one_im] at h1 h2
  apply Complex.ext
  · rw [Complex.conj_re]; linarith
  · rw [Complex.conj_im]; linarith

/-- For four distinct modes, `|D(ij,kl)|²` is at most the product of the expectation values
of `X X*` and `X* X`. -/
theorem twoMatrix_sq_le {w : A →ₗ[ℂ] ℂ} (hw : IsState w) {a : ι → A} (h : IsCAR a)
    {i j k l : ι} (hij : i ≠ j) (hkl : k ≠ l)
    (hik : i ≠ k) (hil : i ≠ l) (hjk : j ≠ k) (hjl : j ≠ l) :
    let X := pairTransfer a i j k l
    ‖twoMatrix w a i j k l‖ ^ 2 ≤ (w (X * star X)).re * (w (star X * X)).re := by
  obtain ⟨-, hPX⟩ := transfer_relations h hij hkl hik hil hjk hjl
  obtain ⟨hP, -⟩ := transfer_projectors h hij hkl hik hil hjk hjl
  have hPP := hP.isIdempotentElem.eq
  have hPs := hP.isSelfAdjoint.star_eq
  have hp := (Complex.nonneg_iff.mp (hw.nonneg (star (pairTransfer a i j k l)))).1
  rw [star_star] at hp
  have hq := (Complex.nonneg_iff.mp (hw.nonneg (pairTransfer a i j k l))).1
  intro X
  change ‖w X‖ ^ 2 ≤ _
  change X * star X * X = X at hPX
  have hXP : star X * (X * star X) = star X := by
    simpa only [star_mul, star_star, mul_assoc] using congrArg star hPX
  change 0 ≤ (w (X * star X)).re at hp
  change 0 ≤ (w (star X * X)).re at hq
  change X * star X * (X * star X) = X * star X at hPP
  change star (X * star X) = X * star X at hPs
  generalize X * star X = P at *
  -- positivity on `s P - t X`, with the phase of `t` adapted to `w X`
  have key : ∀ s r : ℝ, 0 ≤ s ^ 2 * (w P).re - 2 * s * r * Complex.normSq (w X)
      + r ^ 2 * Complex.normSq (w X) * (w (star X * X)).re := by
    intro s r
    have e : ∀ s t : ℂ, star (s • P - t • X) * (s • P - t • X) = (star s * s) • P
        - (star s * t) • X - (star t * s) • star X + (star t * t) • (star X * X) := by
      intro s t
      simp only [star_sub, star_smul, hPs, sub_mul, mul_sub, smul_mul_assoc, mul_smul_comm,
        hPP, hPX, hXP]
      module
    have hn := (Complex.nonneg_iff.mp (hw.nonneg ((s : ℂ) • P - ((r : ℂ) * conj (w X)) • X))).1
    rw [e] at hn
    simp only [map_add, map_sub, map_smul, state_star hw X, smul_eq_mul, Complex.star_def,
      map_mul, Complex.conj_ofReal, Complex.add_re, Complex.sub_re, Complex.mul_re,
      Complex.mul_im, Complex.ofReal_re, Complex.ofReal_im, Complex.conj_re,
      Complex.conj_im] at hn
    rw [Complex.normSq_apply]
    linarith
  rw [Complex.sq_norm]
  rcases hq.eq_or_lt with h0 | hpos
  · have k1 := key (Complex.normSq (w X)) ((w P).re + 1)
    rw [← h0] at k1 ⊢
    have k2 : Complex.normSq (w X) ^ 2 ≤ 0 := by
      nlinarith [mul_nonneg (sq_nonneg (Complex.normSq (w X))) hp]
    nlinarith [pow_eq_zero_iff (two_ne_zero) |>.mp (le_antisymm k2 (sq_nonneg _))]
  · have k1 := key (w (star X * X)).re 1
    by_contra hlt
    nlinarith [mul_pos hpos (sub_pos.mpr (not_le.mp hlt))]

/-- Pair-transfer bound: for four distinct modes and any state, `|D(ij,kl)| ≤ 1/2`. -/
theorem norm_twoMatrix_le_half {w : A →ₗ[ℂ] ℂ} (hw : IsState w) {a : ι → A} (h : IsCAR a)
    {i j k l : ι} (hij : i ≠ j) (hkl : k ≠ l)
    (hik : i ≠ k) (hil : i ≠ l) (hjk : j ≠ k) (hjl : j ≠ l) :
    ‖twoMatrix w a i j k l‖ ≤ 1 / 2 := by
  have hb := twoMatrix_sq_le hw h hij hkl hik hil hjk hjl
  obtain ⟨hP, hQ, hPQ, hQP⟩ := transfer_projectors h hij hkl hik hil hjk hjl
  dsimp only at hb
  generalize pairTransfer a i j k l * star (pairTransfer a i j k l) = P at *
  generalize star (pairTransfer a i j k l) * pairTransfer a i j k l = Q at *
  -- the complement `1 - P - Q` is a projector, so its expectation value is nonnegative
  have hR : star (1 - P - Q) * (1 - P - Q) = 1 - P - Q := by
    simp only [star_sub, star_one, hP.isSelfAdjoint.star_eq, hQ.isSelfAdjoint.star_eq, sub_mul,
      mul_sub, one_mul, mul_one, hP.isIdempotentElem.eq, hQ.isIdempotentElem.eq, hPQ, hQP]
    abel
  have hn := hw.nonneg (1 - P - Q)
  rw [hR, map_sub, map_sub, hw.one] at hn
  have hs := (Complex.nonneg_iff.mp hn).1
  simp only [Complex.sub_re, Complex.one_re] at hs
  have hp := (Complex.nonneg_iff.mp (hw.nonneg P)).1
  rw [hP.isSelfAdjoint.star_eq, hP.isIdempotentElem.eq] at hp
  have hq := (Complex.nonneg_iff.mp (hw.nonneg Q)).1
  rw [hQ.isSelfAdjoint.star_eq, hQ.isIdempotentElem.eq] at hq
  have h4 : (w P).re * (w Q).re ≤ 1 / 4 := by
    nlinarith [sq_nonneg ((w P).re - (w Q).re)]
  nlinarith [norm_nonneg (twoMatrix w a i j k l)]

/-- Occupation patterns of four modes. -/
abbrev Occ := Fin 2 × Fin 2 × Fin 2 × Fin 2

/-- The annihilation matrix of a single mode. -/
def lower : Matrix (Fin 2) (Fin 2) ℂ := !![0, 1; 0, 0]

/-- The parity matrix of a single mode. -/
def parity : Matrix (Fin 2) (Fin 2) ℂ := !![1, 0; 0, -1]

/-- The Jordan–Wigner annihilation matrices of four modes. -/
def jwMode : Fin 4 → Matrix Occ Occ ℂ :=
  ![lower ⊗ₖ (1 ⊗ₖ (1 ⊗ₖ 1)), parity ⊗ₖ (lower ⊗ₖ (1 ⊗ₖ 1)),
    parity ⊗ₖ (parity ⊗ₖ (lower ⊗ₖ 1)), parity ⊗ₖ (parity ⊗ₖ (parity ⊗ₖ lower))]

/-- The expectation value in the equal superposition of the patterns 1100 and 0011. -/
def pairState : Matrix Occ Occ ℂ →ₗ[ℂ] ℂ where
  toFun M := (1 / 2) * (M (1, 1, 0, 0) (1, 1, 0, 0) + M (1, 1, 0, 0) (0, 0, 1, 1)
    + M (0, 0, 1, 1) (1, 1, 0, 0) + M (0, 0, 1, 1) (0, 0, 1, 1))
  map_add' M N := by simp only [Matrix.add_apply]; ring
  map_smul' c M := by simp only [Matrix.smul_apply, smul_eq_mul, RingHom.id_apply]; ring

/-- The Jordan–Wigner modes obey the anticommutation relations, `pairState` is a state, and
together they give `D(01,23) = 1/2`. -/
theorem half_attained_witness :
    IsCAR jwMode ∧ IsState pairState ∧ twoMatrix pairState jwMode 0 1 2 3 = 1 / 2 := by
  have f1 : lower * lower = 0 := by
    ext i j; fin_cases i <;> fin_cases j <;> simp [lower]
  have f2 : parity * lower = lower := by
    ext i j; fin_cases i <;> fin_cases j <;> simp [lower, parity]
  have f3 : lower * parity = -lower := by
    ext i j; fin_cases i <;> fin_cases j <;> simp [lower, parity]
  have f4 : parity * parity = 1 := by
    ext i j; fin_cases i <;> fin_cases j <;> simp [parity]
  have f5 : parityᴴ = parity := by
    ext i j; fin_cases i <;> fin_cases j <;> simp [parity]
  have f6 : lowerᴴ * parity = lowerᴴ := by
    rw [← f5, ← conjTranspose_mul, f2]
  have f7 : parity * lowerᴴ = -lowerᴴ := by
    rw [← f5, ← conjTranspose_mul, f3, conjTranspose_neg]
  have f0 : lowerᴴ = !![0, 0; 1, 0] := by
    ext i j; fin_cases i <;> fin_cases j <;> simp [lower]
  have f8 : lower * lowerᴴ + lowerᴴ * lower = 1 := by
    rw [f0]
    ext i j; fin_cases i <;> fin_cases j <;> simp [lower]
  refine ⟨⟨?_, ?_⟩, ⟨?_, ?_⟩, ?_⟩
  · intro i j
    fin_cases i <;> fin_cases j <;>
      simp [jwMode, ← mul_kronecker_mul, ← add_kronecker, ← kronecker_add, f1, f2, f3, f4]
  · intro i j
    fin_cases i <;> fin_cases j <;>
      simp [jwMode, star_eq_conjTranspose, conjTranspose_kronecker, ← mul_kronecker_mul,
        ← add_kronecker, ← kronecker_add, f2, f3, f4, f5, f6, f7, f8]
  · simp [pairState]
    norm_num
  · intro M
    simp only [pairState, LinearMap.coe_mk, AddHom.coe_mk, Matrix.mul_apply, Matrix.star_apply,
      ← Finset.sum_add_distrib]
    refine mul_nonneg (by rw [Complex.nonneg_iff]; norm_num) (Finset.sum_nonneg fun r _ => ?_)
    convert star_mul_self_nonneg (M r (1, 1, 0, 0) + M r (0, 0, 1, 1)) using 1
    rw [star_add]; ring
  · have hX : pairTransfer jwMode 0 1 2 3 = lowerᴴ ⊗ₖ (lowerᴴ ⊗ₖ (lower ⊗ₖ lower)) := by
      simp [pairTransfer, jwMode, star_eq_conjTranspose, conjTranspose_kronecker,
        ← mul_kronecker_mul, f2, f4, f5, f6]
    rw [twoMatrix, hX]
    simp [pairState, lower, kroneckerMap_apply]

end

end PairTransferBound
```

```lean
#print axioms PairTransferBound.norm_twoMatrix_le_half
```

```
'PairTransferBound.norm_twoMatrix_le_half' depends on axioms: [propext, Classical.choice, Quot.sound]
```

## Modes, states and the matrix element

The operators a_i live in a complex algebra `A` with an adjoint, written * here and `star` in Lean. `A` need not be finite-dimensional, and the set of modes `ι` may be infinite. `IsCAR` states the canonical anticommutation relations,

a_i a_j + a_j a_i = 0,  a_i a_j* + a_j* a_i = δ_ij,

so the modes are orthonormal spin orbitals. `IsState` describes a linear functional w with w(1) = 1 and w(x* x) ≥ 0, where the inequality in ℂ also says that the value is real. Pure and mixed states are both included, and the particle number need not be fixed.

The operator `pairTransfer a i j k l` is

X = a_i* a_j* a_l a_k,

which moves a pair from modes k, l to modes i, j. Its expectation value D(ij,kl) = w(X) is `twoMatrix`, with no prefactor. The theorem `norm_twoMatrix_le_half` says that |D(ij,kl)| ≤ 1/2; its six inequalities between indices make all four modes different. Diagonal elements are not covered: D(ij,ij) is the joint occupation of i and j, which equals 1 when both are filled.

## The algebra of one pair transfer

Setting i = j in the first relation gives a_m a_m = 0. Multiplying a_m a_m* + a_m* a_m = 1 by a_m from the right then gives a_m a_m* a_m = a_m.

Take b = a_p a_q with p ≠ q. Exchanging the middle factors gives

bb = −a_p a_p a_q a_q = 0.

Since a_q anticommutes with both a_p* and a_p, it commutes with a_p* a_p; this is `commute_pair`. Therefore

b b* b = a_p a_q a_q* a_p* a_p a_q
 = a_p (a_q a_q* a_q) a_p* a_p
 = a_p a_q a_p* a_p
 = (a_p a_p* a_p) a_q = b.

These two identities form `pair_annihilator`.

Now set b = a_l a_k and d = a_j a_i, so that X = d* b. Because the modes are disjoint, b commutes with d and d*. In `transfer_relations` this yields

XX = d* d* b b = 0,
X X* X = d* b b* d d* b = d* (b b* b) d d* = d* b d d* = (d* d d*) b = X.

The last step uses the adjoint of d d* d = d.

Let P = X X* and Q = X* X. Both are self-adjoint, and X X* X = X gives P² = P and Q² = Q. From XX = 0 and its adjoint X* X* = 0 follow

PQ = X (X* X*) X = 0,  QP = X* (X X) X* = 0.

This is `transfer_projectors`. Physically, P projects onto configurations with i, j filled and k, l empty, and Q onto the reverse.

## From projectors to the bound

Write z = w(X), p = w(P) and q = w(Q). Positivity on 1 + x and 1 + ix fixes the imaginary and real parts in w(x*) = conj(w(x)), which is `state_star`. Since PX = X and X* P = X*, positivity on sP − tX with s and r real and t = r conj(z) gives

0 ≤ s² p − 2sr |z|² + r² |z|² q.

If q > 0, the choice s = q, r = 1 gives |z|² ≤ pq. If q = 0, the choice s = |z|², r = p + 1 gives 0 ≤ −(p + 2)|z|⁴, so z = 0. Either way,

|D(ij,kl)|² ≤ pq,

which is `twoMatrix_sq_le`. In the Lean proof, `key` is the quadratic inequality, and the final case split makes these two choices.

Orthogonality makes 1 − P − Q a projector as well, so p + q ≤ 1. Hence

pq ≤ (p + q)²/4 ≤ 1/4,

and the bound follows.

## A state that reaches 1/2

`half_attained_witness` builds four modes as Jordan–Wigner matrices, in which `parity` factors supply the signs between modes. `pairState` is the expectation value in

ψ = (|1100⟩ + |0011⟩)/√2.

Its positivity is checked by writing w(M* M) as half a sum of squared moduli. The transfer operator takes |0011⟩ to |1100⟩ with coefficient 1 and annihilates |1100⟩, so D(01,23) = 1/2. The constant therefore cannot be lowered for general states.

## Checking a computed density matrix

In an electronic-structure code that stores D[i,j,k,l] = ⟨a_i* a_j* a_l a_k⟩ in orthonormal spin orbitals, the test takes the largest |D[i,j,k,l]| over four distinct indices and compares it with 1/2 plus a numerical tolerance. If the stored array carries an extra factor 1/2, the threshold is 1/4. Spin-summed arrays add several elements together, so the test needs the spin-resolved ones.

A violation shows that the array comes from no fermionic state in the assumed convention. A wrong normalisation or missing N-representability constraints can cause one. A mere permutation of the index positions goes unnoticed, because it only rearranges the elements with four distinct indices and leaves their largest modulus unchanged. Passing is only a necessary condition. The sharper bound |D(ij,kl)|² ≤ pq is harder to use here, because p and q involve the occupations of four modes at once and are not in general determined by the two-particle matrix.
